# DIIS on a Richardson history searches the same residuals as GMRES, for nonzero mixing

Take a linear system \(Ax=b\), a starting vector \(x_0\) with residual \(r_0=b-Ax_0\), and one simple mixing step \(x_1=x_0+\beta r_0\) with a scalar \(\beta\neq0\). The new residual is

\[
r_1=b-A(x_0+\beta r_0)=r_0-\beta A r_0 .
\]

DIIS combines the two residuals with coefficients that sum to one:

\[
c_0r_0+c_1r_1=r_0-c_1\beta\,A r_0,\qquad c_0+c_1=1 .
\]

GMRES, after one step, corrects \(x_0\) by a multiple \(a r_0\) and has the residual \(r_0-a\,A r_0\). The two families are the same, with \(a=c_1\beta\). Every member has the form \(p(A)r_0\), where \(p(t)=1-at\) has degree at most one and \(p(0)=1\). For a longer history, \(r_0,\dots,r_m\), the same argument works with polynomials of degree at most \(m\).

## The linear problem and its simple-mixing history

The scalars form a field \(K\), which is \(\mathbb R\) or \(\mathbb C\) in applications, and the vectors form a space \(V\) of any dimension. No symmetry, positivity or invertibility of \(A\) is needed.

In Lean 4 with Mathlib:

```lean
import Mathlib

open Polynomial Finset

namespace AndersonGMRES

variable {K V : Type*} [Field K] [AddCommGroup V] [Module K V]
```

The operator is an element of `Module.End K V`, a linear map from \(V\) to itself. The residual has the sign convention \(r(x)=b-Ax\).

```lean
/-- The residual `b - A x` of a trial solution `x` of the linear system `A x = b`. -/
def residual (A : Module.End K V) (b x : V) : V := b - A x
```

The Richardson iteration repeats the step from the example, with \(\beta\) fixed throughout:

\[
x_{k+1}=x_k+\beta r_k,\qquad r_k=b-Ax_k .
\]

The choice \(\beta=1\) gives \(x_{k+1}=x_k+r_k\).

```lean
/-- Richardson iteration with mixing parameter `β`: each step adds `β` times the current
residual to the current iterate. -/
def richardson (A : Module.End K V) (b : V) (β : K) (x₀ : V) : ℕ → V
  | 0 => x₀
  | k + 1 => richardson A b β x₀ k + β • residual A b (richardson A b β x₀ k)
```

## Two search sets and a set of polynomials

A history is mixed by forming \(\sum_{k=0}^{m}c_kx_k\). The coefficients are a function on all natural numbers, but only the first \(m+1\) values enter.

```lean
/-- The linear combination of the first `m + 1` vectors of a history with coefficients `c`. -/
def mix (m : ℕ) (c : ℕ → K) (x : ℕ → V) : V := ∑ k ∈ range (m + 1), c k • x k
```

The DIIS set contains the vectors \(\sum_{k=0}^{m}c_kr_k\) with \(\sum_{k=0}^{m}c_k=1\). The coefficients may be negative.

```lean
/-- The DIIS search set: combinations of the Richardson residuals `r_0, ..., r_m` whose
coefficients sum to one. -/
def diisResiduals (A : Module.End K V) (b : V) (β : K) (x₀ : V) (m : ℕ) : Set V :=
  {v | ∃ c : ℕ → K, ∑ k ∈ range (m + 1), c k = 1 ∧
    mix m c (fun k => residual A b (richardson A b β x₀ k)) = v}
```

The polynomial set contains the vectors \(p(A)r_0\) with \(\deg p\le m\) and \(p(0)=1\). In the code, `aeval A p` is \(p(A)\).

```lean
/-- The vectors `p(A) r` with `p` a polynomial of degree at most `m` and `p(0) = 1`. -/
def polyResiduals (A : Module.End K V) (r : V) (m : ℕ) : Set V :=
  {v | ∃ p : K[X], p.natDegree ≤ m ∧ p.eval 0 = 1 ∧ aeval A p r = v}
```

GMRES is described independently of these polynomials. Its corrections lie in the Krylov space

\[
\mathcal K_m=\operatorname{span}\{r_0,Ar_0,\dots,A^{m-1}r_0\},
\]

which is \(\{0\}\) for \(m=0\).

```lean
/-- The Krylov space spanned by `r, A r, ..., A^(m-1) r`. -/
def krylov (A : Module.End K V) (r : V) (m : ℕ) : Submodule K V :=
  Submodule.span K {v | ∃ k < m, (A ^ k) r = v}
```

Its search set consists of the true residuals \(b-A(x_0+z)\) with \(z\in\mathcal K_m\). This describes what GMRES minimises over; the Arnoldi process that carries out the minimisation is not modelled.

```lean
/-- The GMRES search set: residuals of the trial solutions `x₀ + z` with `z` in the
Krylov space of the initial residual. -/
def gmresResiduals (A : Module.End K V) (b x₀ : V) (m : ℕ) : Set V :=
  {v | ∃ z ∈ krylov A (residual A b x₀) m, residual A b (x₀ + z) = v}
```

## Each mixing step multiplies the residual by \(1-\beta A\)

For any \(x\) with residual \(r(x)\),

\[
r(x+\beta r(x))=b-Ax-\beta A r(x)=(1-\beta A)\,r(x),
\]

and therefore \(r_k=(1-\beta A)^kr_0\) by induction. The proof has the same two parts: `step` is the displayed identity, and the induction applies it once per iteration.

```lean
/-- Each Richardson step multiplies the residual by `1 - β A`. -/
theorem residual_richardson (A : Module.End K V) (b : V) (β : K) (x₀ : V) (k : ℕ) :
    residual A b (richardson A b β x₀ k) = ((1 - β • A) ^ k) (residual A b x₀) := by
  have step : ∀ x, residual A b (x + β • residual A b x)
      = (1 - β • A) (residual A b x) := by
    intro x
    simp only [residual, map_add, map_smul, map_sub, LinearMap.sub_apply,
      Module.End.one_apply, LinearMap.smul_apply]
    module
  induction k with
  | zero => simp [richardson]
  | succ k ih =>
    change residual A b (richardson A b β x₀ k
      + β • residual A b (richardson A b β x₀ k)) = _
    rw [step, ih, pow_succ', Module.End.mul_apply]
```

## Normalised mixing commutes with taking the residual

If \(\sum_kc_k=1\), then \(b=\sum_kc_kb\), and

\[
b-A\sum_{k=0}^{m}c_kx_k=\sum_{k=0}^{m}c_k(b-Ax_k)=\sum_{k=0}^{m}c_kr_k .
\]

This is the reason for the DIIS constraint: the mixed residual really is the residual of the mixed iterate. The lemma holds for any history, not only a Richardson one. Its proof expands both sides by linearity and uses `hc` to collapse \(\sum_kc_kb\) to \(b\).

```lean
/-- If the coefficients sum to one, the residual of the mixed iterate is the mixture of
the residuals. -/
theorem residual_mix (A : Module.End K V) (b : V) (m : ℕ) (c : ℕ → K) (x : ℕ → V)
    (hc : ∑ k ∈ range (m + 1), c k = 1) :
    residual A b (mix m c x) = mix m c (fun k => residual A b (x k)) := by
  simp only [mix, residual, map_sum, map_smul, smul_sub, sum_sub_distrib]
  rw [← sum_smul, hc, one_smul]
```

## DIIS coefficients are polynomial coefficients in a shifted variable

Given normalised coefficients, set

\[
p(t)=\sum_{k=0}^{m}c_k(1-\beta t)^k .
\]

Its degree is at most \(m\), its value at zero is \(\sum_kc_k=1\), and \(p(A)r_0=\sum_kc_kr_k\) by the formula for \(r_k\).

Conversely, let \(p\) have degree at most \(m\) and \(p(0)=1\). Substitute \(t=(1-s)/\beta\) and expand in powers of \(s\):

\[
q(s)=p\!\left(\frac{1-s}{\beta}\right)=\sum_{k=0}^{m}c_ks^k .
\]

Then \(\sum_kc_k=q(1)=p(0)=1\). Since \(s=1-\beta A\) corresponds to \(t=A\),

\[
\sum_{k=0}^{m}c_kr_k=q(1-\beta A)r_0=p(A)r_0 .
\]

The second half of the proof builds this `q` by composition, checks \(q(1-\beta A)=p(A)\) in `hA`, and offers `q.coeff` as the DIIS coefficients. This direction is where \(\beta\neq0\) is used.

```lean
/-- For nonzero mixing parameter, the normalised combinations of the Richardson residuals
`r_0, ..., r_m` are exactly the vectors `p(A) r_0` with `deg p ≤ m` and `p(0) = 1`. -/
theorem diisResiduals_eq_polyResiduals (A : Module.End K V) (b : V) {β : K} (hβ : β ≠ 0)
    (x₀ : V) (m : ℕ) :
    diisResiduals A b β x₀ m = polyResiduals A (residual A b x₀) m := by
  ext v
  constructor
  · rintro ⟨c, hc, rfl⟩
    -- the coefficients define a polynomial in powers of `1 - β X`
    refine ⟨∑ k ∈ range (m + 1), c k • (1 - β • (X : K[X])) ^ k, ?_, ?_, ?_⟩
    · have h1 : (1 - β • (X : K[X])).natDegree ≤ 1 :=
        (natDegree_sub_le _ _).trans
          (max_le (by simp) ((natDegree_smul_le _ _).trans natDegree_X_le))
      refine natDegree_sum_le_of_forall_le _ _ fun k hk => ?_
      have hk' : k ≤ m := by
        have := mem_range.mp hk
        omega
      calc (c k • (1 - β • (X : K[X])) ^ k).natDegree
          ≤ ((1 - β • (X : K[X])) ^ k).natDegree := natDegree_smul_le _ _
        _ ≤ k * (1 - β • (X : K[X])).natDegree := natDegree_pow_le
        _ ≤ k * 1 := Nat.mul_le_mul_left k h1
        _ ≤ m := by omega
    · simpa [Polynomial.eval_finsetSum] using hc
    · simp only [mix, residual_richardson, map_sum, map_smul, map_pow, map_sub, map_one,
        aeval_X, LinearMap.sum_apply, LinearMap.smul_apply]
  · rintro ⟨p, hp, hp0, rfl⟩
    -- re-expand `p` in powers of `1 - β X`
    let q : K[X] := p.comp (β⁻¹ • (1 - X))
    have h1 : (β⁻¹ • (1 - X : K[X])).natDegree ≤ 1 :=
      (natDegree_smul_le _ _).trans
        ((natDegree_sub_le _ _).trans (max_le (by simp) natDegree_X_le))
    have hq : q.natDegree < m + 1 := by
      have h2 : q.natDegree ≤ p.natDegree * (β⁻¹ • (1 - X : K[X])).natDegree :=
        natDegree_comp_le
      have h3 := Nat.mul_le_mul hp h1
      omega
    have hA : aeval (1 - β • A) q = aeval A p := by
      have h : aeval (1 - β • A) (β⁻¹ • (1 - X : K[X])) = A := by
        rw [map_smul, map_sub, map_one, aeval_X, sub_sub_cancel, smul_smul,
          inv_mul_cancel₀ hβ, one_smul]
      rw [aeval_comp, h]
    refine ⟨q.coeff, ?_, ?_⟩
    · have h : q.eval 1 = 1 := by simp [q, eval_comp, hp0]
      rw [eval_eq_sum_range' hq] at h
      simpa using h
    · rw [← hA, aeval_eq_sum_range' hq]
      simp only [mix, residual_richardson, LinearMap.sum_apply, LinearMap.smul_apply]
```

## Krylov corrections give the same polynomials

A vector \(z\in\mathcal K_m\) can be written as \(z=q(A)r_0\), where \(t\,q(t)\) has degree at most \(m\). Its residual is

\[
b-A(x_0+z)=r_0-Az=p(A)r_0,\qquad p(t)=1-t\,q(t),
\]

and \(p(0)=1\). In the other direction, write \(p(t)=1+\sum_{i=0}^{m-1}a_{i+1}t^{i+1}\) and choose

\[
z=-\sum_{i=0}^{m-1}a_{i+1}A^ir_0 ,
\]

so that \(r_0-Az=p(A)r_0\).

In the proof, `key` finds \(q\) by induction over the span: it treats the generators \(A^kr_0\) first, then zero, sums and scalar multiples. Bounding the degree of \(t\,q(t)\), rather than that of \(q\), also covers \(m=0\), where \(q\) must vanish. The converse splits off the constant coefficient of \(p\) and reads off \(z\).

```lean
/-- The GMRES residuals are exactly the vectors `p(A) r_0` with `deg p ≤ m` and
`p(0) = 1`. -/
theorem gmresResiduals_eq_polyResiduals (A : Module.End K V) (b x₀ : V) (m : ℕ) :
    gmresResiduals A b x₀ m = polyResiduals A (residual A b x₀) m := by
  have hres : ∀ z, residual A b (x₀ + z) = residual A b x₀ - A z := by
    intro z
    simp only [residual, map_add]
    abel
  ext v
  constructor
  · rintro ⟨z, hz, rfl⟩
    -- every Krylov vector is a polynomial in `A` applied to the initial residual
    have key : ∃ q : K[X], (X * q).natDegree ≤ m ∧ aeval A q (residual A b x₀) = z := by
      unfold krylov at hz
      induction hz using Submodule.span_induction with
      | mem y hy =>
        obtain ⟨k, hk, rfl⟩ := hy
        refine ⟨X ^ k, ?_, by simp⟩
        rw [← pow_succ', natDegree_X_pow]
        omega
      | zero => exact ⟨0, by simp, by simp⟩
      | add y w _ _ hy hw =>
        obtain ⟨p, hp, rfl⟩ := hy
        obtain ⟨q, hq, rfl⟩ := hw
        refine ⟨p + q, ?_, by simp⟩
        rw [mul_add]
        exact (natDegree_add_le _ _).trans (max_le hp hq)
      | smul a y _ hy =>
        obtain ⟨p, hp, rfl⟩ := hy
        refine ⟨a • p, ?_, by simp⟩
        rw [mul_smul_comm]
        exact (natDegree_smul_le _ _).trans hp
    obtain ⟨q, hq, rfl⟩ := key
    refine ⟨1 - X * q, (natDegree_sub_le _ _).trans (max_le (by simp) hq), by simp, ?_⟩
    rw [hres, map_sub, map_one, map_mul, aeval_X, LinearMap.sub_apply,
      Module.End.one_apply, Module.End.mul_apply]
  · rintro ⟨p, hp, hp0, rfl⟩
    -- split off the constant term `p(0) = 1`
    refine ⟨-∑ i ∈ range m, p.coeff (i + 1) • (A ^ i) (residual A b x₀), ?_, ?_⟩
    · exact Submodule.neg_mem _ (Submodule.sum_mem _ fun i hi =>
        Submodule.smul_mem _ _ (Submodule.subset_span ⟨i, mem_range.mp hi, rfl⟩))
    · have h0 : p.coeff 0 = 1 := by rw [coeff_zero_eq_eval_zero, hp0]
      rw [hres, aeval_eq_sum_range' (Nat.lt_succ_of_le hp), sum_range_succ', h0]
      simp only [map_neg, map_sum, map_smul, sub_neg_eq_add, LinearMap.add_apply,
        LinearMap.sum_apply, LinearMap.smul_apply, pow_succ', Module.End.mul_apply,
        pow_zero, Module.End.one_apply, one_smul]
      abel
```

## Equal search sets give equal minimal norms

Both search sets equal the polynomial set, so they equal each other. Suppose that \(c\) minimises the residual norm among normalised mixtures and that \(z\) minimises it over \(\mathcal K_m\). The GMRES residual is also a DIIS residual, so the DIIS minimum is no larger. The DIIS residual is also a GMRES residual, so the reverse inequality holds.

The hypotheses `hmin` and `zmin` state that the two given candidates are minimisers; their existence is assumed. For real or complex vectors with the Euclidean norm such minimisers do exist, because each search set is a finite-dimensional affine space. The conclusion concerns the norms and does not identify the two trial solutions.

In the proof, `hset` is the equality of the sets, and the two inequalities are the two halves of `le_antisymm`. The lemma on normalised mixing translates between the mixed residual and the residual of the mixed iterate.

```lean
/-- For nonzero mixing parameter, if DIIS coefficients `c` and a Krylov correction `z` each
minimise the residual norm over their search sets, the two minimal norms are equal. -/
theorem diis_norm_eq_gmres_norm {E : Type*} [NormedAddCommGroup E] [Module K E]
    (A : Module.End K E) (b : E) {β : K} (hβ : β ≠ 0) (x₀ : E) (m : ℕ)
    (c : ℕ → K) (hc : ∑ k ∈ range (m + 1), c k = 1)
    (hmin : ∀ d : ℕ → K, ∑ k ∈ range (m + 1), d k = 1 →
      ‖residual A b (mix m c (richardson A b β x₀))‖
        ≤ ‖residual A b (mix m d (richardson A b β x₀))‖)
    (z : E) (hz : z ∈ krylov A (residual A b x₀) m)
    (zmin : ∀ w ∈ krylov A (residual A b x₀) m,
      ‖residual A b (x₀ + z)‖ ≤ ‖residual A b (x₀ + w)‖) :
    ‖residual A b (mix m c (richardson A b β x₀))‖ = ‖residual A b (x₀ + z)‖ := by
  have hset : diisResiduals A b β x₀ m = gmresResiduals A b x₀ m :=
    (diisResiduals_eq_polyResiduals A b hβ x₀ m).trans
      (gmresResiduals_eq_polyResiduals A b x₀ m).symm
  apply le_antisymm
  · have h : residual A b (x₀ + z) ∈ diisResiduals A b β x₀ m := by
      rw [hset]
      exact ⟨z, hz, rfl⟩
    obtain ⟨d, hd, hdz⟩ := h
    rw [← hdz, ← residual_mix A b m d _ hd]
    exact hmin d hd
  · have h : residual A b (mix m c (richardson A b β x₀)) ∈ gmresResiduals A b x₀ m := by
      rw [← hset]
      exact ⟨c, hc, (residual_mix A b m c _ hc).symm⟩
    obtain ⟨w, hw, hwc⟩ := h
    rw [← hwc]
    exact zmin w hw
```

In a program, one stores \(x_k\) and \(r_k\) for \(k=0,\dots,m\), forms the matrix \(B_{ij}=\langle r_i,r_j\rangle\), and minimises \(\sum_{ij}\bar c_iB_{ij}c_j\) subject to \(\sum_kc_k=1\), usually through a linear system bordered by a row and column for the constraint. The norm of \(\sum_kc_kr_k\) can then be compared with that of unpreconditioned GMRES after \(m\) steps from the same \(x_0\), without a restart. The indices matter here: \(m+1\) stored residuals correspond to \(m\) Krylov vectors. The two numbers should agree up to rounding, though nearly dependent residuals make \(B\) ill-conditioned and can spoil the agreement.

A production DIIS or Anderson code usually continues from each extrapolated vector, adds the outcome to the history and discards old entries, whereas the history here is complete and comes from plain mixing. For a self-consistent-field calculation, the result therefore describes one extrapolation from a simple-mixing history, provided that the DIIS residual is the same output-minus-input difference that drives the mixing, and that this difference is well approximated by an affine function of the density or other mixed quantity. The commutator of Fock and density matrices, a common DIIS residual in quantum chemistry, is not that difference.

## Without mixing, the history contains one residual

If \(\beta=0\), every iterate is \(x_0\) and every residual is \(r_0\). A normalised combination then gives

\[
\sum_{k=0}^{m}c_kr_0=r_0 ,
\]

so the DIIS set is \(\{r_0\}\) for every \(m\). GMRES can still move along \(Ar_0\) when \(m\ge1\) and \(Ar_0\neq0\), which shows what the condition \(\beta\neq0\) provides: a history that explores new directions. The proof evaluates an arbitrary normalised mixture, then uses the coefficients \(c_0=1\), \(c_k=0\) for \(k>0\) to show that \(r_0\) is attained.

```lean
/-- With zero mixing parameter the DIIS search set contains only the initial residual. -/
theorem diisResiduals_zero_mixing (A : Module.End K V) (b x₀ : V) (m : ℕ) :
    diisResiduals A b 0 x₀ m = {residual A b x₀} := by
  have h : ∀ c : ℕ → K, ∑ k ∈ range (m + 1), c k = 1 →
      mix m c (fun k => residual A b (richardson A b 0 x₀ k)) = residual A b x₀ := by
    intro c hc
    simp only [mix, residual_richardson, zero_smul, sub_zero, one_pow,
      Module.End.one_apply]
    rw [← sum_smul, hc, one_smul]
  ext v
  constructor
  · rintro ⟨c, hc, rfl⟩
    exact h c hc
  · rintro rfl
    have h1 : ∑ k ∈ range (m + 1), (if k = 0 then (1 : K) else 0) = 1 := by simp
    exact ⟨fun k => if k = 0 then 1 else 0, h1, h _ h1⟩

end AndersonGMRES
```

```lean
#print axioms AndersonGMRES.diis_norm_eq_gmres_norm
-- 'AndersonGMRES.diis_norm_eq_gmres_norm' depends on axioms: [propext, Classical.choice, Quot.sound]
#print axioms AndersonGMRES.diisResiduals_zero_mixing
-- 'AndersonGMRES.diisResiduals_zero_mixing' depends on axioms: [propext, Classical.choice, Quot.sound]
```
